# No planar supercell of given area separates periodic images further than a hexagonal one

To compute a point defect in a two-dimensional material, one chooses a supercell, places one defect in it and repeats it periodically. The number of atoms grows with the cell area, while the spurious interaction of the defect with its own images depends on how far away they are. For a fixed area, the shape of the cell decides the distance to the nearest image, which is the length of the shortest nonzero lattice vector.

Let the cell edges $a,b$ be linearly independent vectors in the plane, with components numbered 0 and 1. Write $a\times b=a_0b_1-a_1b_0$ and $A=|a\times b|$ for the cell area. The claim is that some nonzero integer combination $v$ of $a$ and $b$ satisfies

$$|v|^2\le \frac{2A}{\sqrt3},$$

and that in a hexagonal lattice the shortest nonzero vectors give equality.

For defect calculations in electronic structure this is a limit on image distance within the plane; it says nothing about the strength or direction dependence of the interaction. A real supercell must also be built from the lattice vectors of the crystal. The bound holds for every such cell, but whether a hexagonal one is available has to be checked for each crystal.

## From a shortest vector to the bound

The main tool is Lagrange's identity,

$$|u|^2|v|^2=(u\times v)^2+(u\cdot v)^2 .$$

For $v=ma+nb$ we have $a\times v=n\,(a\times b)$ and $b\times v=-m\,(a\times b)$. Hence

$$n^2A^2\le|a|^2|v|^2,\qquad m^2A^2\le|b|^2|v|^2,$$

so only finitely many pairs $(m,n)$ give $|v|\le|a|$. The vector $a$ itself has the coprime coefficients $(1,0)$. There is therefore a shortest vector $u=ma+nb$ among those with coprime coefficients.

Coprimality provides integers $r,t$ with $rm+tn=1$. Put $w_0=-ta+rb$. The coefficient determinant of $u,w_0$ is $mr+nt=1$, so they form a basis of the lattice and $u\times w_0=a\times b\neq0$. In particular $u\ne0$. With $x=u\cdot w_0/|u|^2$, subtract the nearest integer multiple of $u$:

$$w=w_0-\mathrm{round}(x)\,u,\qquad u\cdot w=(x-\mathrm{round}(x))\,|u|^2,\qquad 2|u\cdot w|\le|u|^2 .$$

The determinant is still one. If $w=pa+qb$, then $mq-np=1$, so $p,q$ are coprime and $|u|\le|w|$ by the choice of $u$. Lagrange's identity now gives

$$|u|^4\le|u|^2|w|^2=A^2+(u\cdot w)^2\le A^2+\tfrac14|u|^4 .$$

Thus $\tfrac34|u|^4\le A^2$, which is the bound.

## Equality and the hexagonal lattice

Take $a=(s,0)$ and $b=(s/2,\sqrt3\,s/2)$ with $s\neq0$. Then $A=\sqrt3\,s^2/2$, so $2A/\sqrt3=s^2$, and

$$|ma+nb|^2=\left(m+\tfrac n2\right)^2s^2+\tfrac34n^2s^2=(m^2+mn+n^2)\,s^2 .$$

For a nonzero vector the integer factor is positive, hence at least one, and $(m,n)=(1,0)$ gives exactly one. The least squared length is $s^2$. Any cell of the same or smaller area has a nonzero lattice vector with squared length at most $s^2$.

Conversely, suppose that no nonzero vector of a lattice lies below the bound. Then $|u|^2=2A/\sqrt3$, that is, $A^2=\tfrac34|u|^4$, and

$$|u|^2|w|^2=\tfrac34|u|^4+(u\cdot w)^2\le|u|^4 .$$

With $|u|\le|w|$ this forces $|w|=|u|$, and then $2|u\cdot w|=|u|^2$. The angle between $u$ and $w$ is $60^\circ$ or $120^\circ$, so the lattice is hexagonal.

## Vectors, areas and lattices in Lean

```lean
import Mathlib

open Real

namespace PlanarSupercell

noncomputable section
```

A vector is a pair of real Cartesian components.

```lean
/-- Vectors of the plane in Cartesian coordinates. -/
abbrev Plane := Fin 2 → ℝ
```

Mathlib's norm on this type is the larger of the two absolute components, so the Euclidean squared length is defined explicitly.

```lean
/-- The squared Euclidean length of a vector. -/
def lenSq (v : Plane) : ℝ := v 0 ^ 2 + v 1 ^ 2

/-- The scalar product of two vectors. -/
def ip (u v : Plane) : ℝ := u 0 * v 0 + u 1 * v 1
```

Here `cross` is a signed number, the out-of-plane component of the usual cross product.

```lean
/-- The signed area of the parallelogram spanned by two vectors. -/
def cross (u v : Plane) : ℝ := u 0 * v 1 - u 1 * v 0

/-- The area of the cell spanned by `a` and `b`. -/
def cellArea (a b : Plane) : ℝ := |cross a b|
```

The name `site` denotes a lattice translation, not the position of an atom.

```lean
/-- The lattice vector `m a + n b`. -/
def site (a b : Plane) (m n : ℤ) : Plane := fun i => m * a i + n * b i
```

The hexagonal edges enclose $60^\circ$. The parameter `s` may be negative, and the spacing is then $|s|$.

```lean
/-- For `s ≠ 0`, the first basis vector of the hexagonal lattice with spacing `|s|`. -/
def hexA (s : ℝ) : Plane := ![s, 0]

/-- For `s ≠ 0`, the second basis vector of the hexagonal lattice with spacing `|s|`. -/
def hexB (s : ℝ) : Plane := ![s / 2, √3 * s / 2]
```

## Nonzero lengths and areas

If the squared length were not positive, both squares in it would vanish, and so would the vector.

```lean
/-- A nonzero vector has positive squared length. -/
theorem lenSq_pos {v : Plane} (h : v ≠ 0) : 0 < lenSq v := by
  by_contra hn
  unfold lenSq at hn
  have h0 : v 0 ^ 2 = 0 := by linarith [sq_nonneg (v 0), sq_nonneg (v 1)]
  have h1 : v 1 ^ 2 = 0 := by linarith [sq_nonneg (v 0), sq_nonneg (v 1)]
  have hv : ∀ i, v i = 0 := Fin.forall_fin_two.2
    ⟨(pow_eq_zero_iff two_ne_zero).1 h0, (pow_eq_zero_iff two_ne_zero).1 h1⟩
  exact h (funext hv)
```

If $a\times b=0$, then $b_1a-a_1b$ and $b_0a-a_0b$ are both zero. Independence makes all four components vanish, which contradicts independence itself.

```lean
/-- Linearly independent vectors span a cell of nonzero signed area. -/
theorem cross_ne_zero {a b : Plane} (h : LinearIndependent ℝ ![a, b]) : cross a b ≠ 0 := by
  rw [LinearIndependent.pair_iff] at h
  intro hc
  unfold cross at hc
  have key : ∀ s t : ℝ, s * a 0 + t * b 0 = 0 → s * a 1 + t * b 1 = 0 → s = 0 ∧ t = 0 :=
    fun s t h0 h1 => h s t (funext (Fin.forall_fin_two.2 ⟨h0, h1⟩))
  have k1 := key (b 1) (-a 1) (by linear_combination hc) (by ring)
  have k0 := key (b 0) (-a 0) (by ring) (by linear_combination -hc)
  exact one_ne_zero (key 1 0 (by linarith [k0.2]) (by linarith [k1.2])).1
```

Next comes Lagrange's identity for two lattice vectors of determinant one. The step `hc` shows that their cross product equals that of `a` and `b`, and `ring` does the rest.

```lean
/-- Lagrange's identity for two lattice vectors whose coefficients have determinant one:
the area that enters is that of the original cell. -/
theorem lagrange_basis (a b : Plane) {m n p q : ℤ} (h : m * q - n * p = 1) :
    lenSq (site a b m n) * lenSq (site a b p q)
      = cellArea a b ^ 2 + ip (site a b m n) (site a b p q) ^ 2 := by
  have hd : (m : ℝ) * q - n * p = 1 := by exact_mod_cast h
  have hc : cross a b = cross (site a b m n) (site a b p q) := by
    simp only [cross, site]
    linear_combination -(a 0 * b 1 - a 1 * b 0) * hd
  rw [cellArea, sq_abs, hc]
  simp only [lenSq, cross, ip]
  ring
```

## A shortest vector and a reduced basis

The set `S` contains the coprime pairs whose vectors are no longer than `a`. The identities `e1` and `e2` give the two coefficient estimates above once the squared scalar product is dropped, and `bound` turns these estimates into a finite box of integers. A finite nonempty set has a minimiser; the final case distinction extends the comparison to vectors longer than `a`.

```lean
/-- For linearly independent `a, b`, there is a shortest vector among the lattice vectors
with coprime coefficients. -/
theorem exists_shortest {a b : Plane} (h : LinearIndependent ℝ ![a, b]) :
    ∃ m n : ℤ, IsCoprime m n ∧
      ∀ j k : ℤ, IsCoprime j k → lenSq (site a b m n) ≤ lenSq (site a b j k) := by
  have hD := cross_ne_zero h
  have hD2 : 0 < cross a b ^ 2 := by positivity
  have hLa : 0 ≤ lenSq a := by unfold lenSq; positivity
  have hLb : 0 ≤ lenSq b := by unfold lenSq; positivity
  let S : Set (ℤ × ℤ) := {z | IsCoprime z.1 z.2 ∧ lenSq (site a b z.1 z.2) ≤ lenSq a}
  obtain ⟨N, hN⟩ := exists_nat_ge ((lenSq a * lenSq a + lenSq b * lenSq a) / cross a b ^ 2)
  rw [div_le_iff₀ hD2] at hN
  have bound : ∀ k : ℤ, (k : ℝ) ^ 2 * cross a b ^ 2 ≤ N * cross a b ^ 2 →
      -(N : ℤ) ≤ k ∧ k ≤ N := by
    intro k hk
    have h1 : k ^ 2 ≤ (N : ℤ) := by exact_mod_cast le_of_mul_le_mul_right hk hD2
    constructor <;> by_contra hc <;> nlinarith
  -- short vectors have bounded coefficients
  have hfin : S.Finite := by
    apply (Set.finite_Icc ((-(N : ℤ), -(N : ℤ)) : ℤ × ℤ) ((N : ℤ), (N : ℤ))).subset
    rintro ⟨m, n⟩ ⟨_, hle⟩
    have e1 : lenSq a * lenSq (site a b m n)
        = (n : ℝ) ^ 2 * cross a b ^ 2 + ip a (site a b m n) ^ 2 := by
      simp only [lenSq, site, cross, ip]; ring
    have e2 : lenSq b * lenSq (site a b m n)
        = (m : ℝ) ^ 2 * cross a b ^ 2 + ip b (site a b m n) ^ 2 := by
      simp only [lenSq, site, cross, ip]; ring
    have i1 : lenSq a * lenSq (site a b m n) ≤ _ := mul_le_mul_of_nonneg_left hle hLa
    have i2 : lenSq b * lenSq (site a b m n) ≤ _ := mul_le_mul_of_nonneg_left hle hLb
    have hn := bound n (by
      linarith [sq_nonneg (ip a (site a b m n)), mul_nonneg hLb hLa])
    have hm := bound m (by
      linarith [sq_nonneg (ip b (site a b m n)), mul_nonneg hLa hLa])
    exact ⟨⟨hm.1, hn.1⟩, ⟨hm.2, hn.2⟩⟩
  have h10 : site a b 1 0 = a := by funext i; simp [site]
  have hne : S.Nonempty := ⟨(1, 0), isCoprime_one_left, (congrArg lenSq h10).le⟩
  obtain ⟨z, hz, hmin⟩ := Set.exists_min_image S (fun z => lenSq (site a b z.1 z.2)) hfin hne
  refine ⟨z.1, z.2, hz.1, fun j k hjk => ?_⟩
  rcases le_or_gt (lenSq (site a b j k)) (lenSq a) with hl | hl
  · exact hmin (j, k) ⟨hjk, hl⟩
  · exact hz.2.trans hl.le
```

The witnesses `r` and `t` inside `IsCoprime` supply the second basis vector. If `u` were zero, Lagrange's identity would give $A^2=0$. The equation `hip` computes the scalar product after the subtraction, and `abs_sub_round` bounds the remainder by one half. The pair `-n, m` certifies that the new coefficients are coprime, so that `hmin` applies to them.

```lean
/-- The lattice of linearly independent `a, b` has a basis `u, w` with `u` nonzero,
`|u| ≤ |w|` and `2 |u · w| ≤ |u|²`. -/
theorem exists_reduced_basis {a b : Plane} (h : LinearIndependent ℝ ![a, b]) :
    ∃ m n p q : ℤ, m * q - n * p = 1 ∧ site a b m n ≠ 0 ∧
      lenSq (site a b m n) ≤ lenSq (site a b p q) ∧
      2 * |ip (site a b m n) (site a b p q)| ≤ lenSq (site a b m n) := by
  obtain ⟨m, n, ⟨r, t, hrt⟩, hmin⟩ := exists_shortest h
  have hu : site a b m n ≠ 0 := by
    intro h0
    have hl := lagrange_basis a b (m := m) (n := n) (p := -t) (q := r)
      (by linear_combination hrt)
    have hA : 0 < cellArea a b := abs_pos.2 (cross_ne_zero h)
    rw [h0] at hl
    simp [lenSq, ip] at hl
    exact (pow_pos hA 2).ne hl
  have hL := lenSq_pos hu
  -- subtract the nearest integer multiple of u from the second basis vector
  obtain ⟨x, hx⟩ : ∃ x : ℝ, ip (site a b m n) (site a b (-t) r) = x * lenSq (site a b m n) :=
    ⟨_, (div_mul_cancel₀ _ hL.ne').symm⟩
  have hip : ip (site a b m n) (site a b (-t - round x * m) (r - round x * n))
      = (x - round x) * lenSq (site a b m n) := by
    rw [sub_mul, ← hx]
    simp only [ip, lenSq, site]
    push_cast
    ring
  refine ⟨m, n, -t - round x * m, r - round x * n, by linear_combination hrt, hu,
    hmin _ _ ⟨-n, m, by linear_combination hrt⟩, ?_⟩
  rw [hip, abs_mul, abs_of_pos hL]
  nlinarith [abs_sub_round x]
```

## The bound, its attainment and the comparison

The bound is proved by contradiction. If $\sqrt3\,|u|^2>2A$, squaring gives $3|u|^4>4A^2$, whereas the reduced basis gives $3|u|^4\le4A^2$. The terms `hLW`, `hsq` and `hlag` carry the inequalities of the derivation, and `linarith` combines them.

```lean
/-- For linearly independent `a, b` with cell area `A`, some nonzero lattice vector has
squared length at most `2 A / √3`. -/
theorem exists_short_vector {a b : Plane} (h : LinearIndependent ℝ ![a, b]) :
    ∃ m n : ℤ, site a b m n ≠ 0 ∧ lenSq (site a b m n) ≤ 2 * cellArea a b / √3 := by
  obtain ⟨m, n, p, q, hdet, hu, hle, hred⟩ := exists_reduced_basis h
  refine ⟨m, n, hu, ?_⟩
  have hlag := lagrange_basis a b hdet
  have hA : 0 ≤ cellArea a b := abs_nonneg _
  have h3 : √3 ^ 2 = (3 : ℝ) := Real.sq_sqrt (by norm_num)
  have hLW := mul_le_mul_of_nonneg_left hle (lenSq_pos hu).le
  have hsq := mul_self_le_mul_self (by positivity) hred
  have habs := sq_abs (ip (site a b m n) (site a b p q))
  rw [le_div_iff₀ (by positivity)]
  by_contra hc
  have hlt := mul_self_lt_mul_self (by positivity) (not_le.1 hc)
  have e : lenSq (site a b m n) * √3 * (lenSq (site a b m n) * √3)
      = 3 * lenSq (site a b m n) ^ 2 := by
    linear_combination lenSq (site a b m n) ^ 2 * h3
  linarith
```

Linear independence is needed here: it is not enough that both edges are nonzero. For $a=b=(1,0)$ the area is zero, and the bound would ask for a nonzero vector of squared length at most zero.

`IsLeast` says two things: the value belongs to the set of squared lengths of nonzero lattice vectors, and no member of the set is smaller. The formula `hq` is the quadratic form $m^2+mn+n^2$ times $s^2$.

```lean
/-- In a hexagonal lattice of nonzero spacing and cell area `A`, the least squared length
of a nonzero lattice vector is exactly `2 A / √3`. -/
theorem hexagonal_attains {s : ℝ} (hs : s ≠ 0) :
    IsLeast {d | ∃ m n : ℤ, site (hexA s) (hexB s) m n ≠ 0 ∧
      lenSq (site (hexA s) (hexB s) m n) = d} (2 * cellArea (hexA s) (hexB s) / √3) := by
  have h3 : √3 ^ 2 = (3 : ℝ) := Real.sq_sqrt (by norm_num)
  have hc : cross (hexA s) (hexB s) = √3 * s ^ 2 / 2 := by
    change s * (√3 * s / 2) - 0 * (s / 2) = _
    ring
  have hA : 2 * cellArea (hexA s) (hexB s) / √3 = s ^ 2 := by
    rw [cellArea, hc, abs_of_nonneg (by positivity), div_eq_iff (by positivity)]
    ring
  have hq : ∀ m n : ℤ, lenSq (site (hexA s) (hexB s) m n)
      = ((m ^ 2 + m * n + n ^ 2 : ℤ) : ℝ) * s ^ 2 := by
    intro m n
    change ((m : ℝ) * s + n * (s / 2)) ^ 2 + ((m : ℝ) * 0 + n * (√3 * s / 2)) ^ 2 = _
    push_cast
    linear_combination ((n : ℝ) ^ 2 * s ^ 2 / 4) * h3
  rw [hA]
  constructor
  · refine ⟨1, 0, fun h0 => hs ?_, by rw [hq]; norm_num⟩
    have h1 := congrFun h0 0
    simpa [site, hexA] using h1
  · rintro d ⟨m, n, hne, rfl⟩
    have hpos := lenSq_pos hne
    rw [hq] at hpos ⊢
    -- a positive integer is at least one
    have hi : (0 : ℝ) < ((m ^ 2 + m * n + n ^ 2 : ℤ) : ℝ) :=
      pos_of_mul_pos_left hpos (sq_nonneg s)
    have h1 : (1 : ℝ) ≤ ((m ^ 2 + m * n + n ^ 2 : ℤ) : ℝ) := by
      exact_mod_cast Int.add_one_le_iff.2 (Int.cast_pos.1 hi)
    exact le_mul_of_one_le_left (sq_nonneg s) h1
```

The comparison theorem produces one nonzero vector of the supercell lattice that is no longer than any nonzero hexagonal vector. The spacing need not be assumed nonzero: linear independence makes the supercell area positive, and the area hypothesis then makes the hexagonal cell area positive too.

```lean
/-- A supercell with linearly independent edges and area at most that of a hexagonal cell
has a nonzero lattice vector no longer than any nonzero vector of the hexagonal lattice. -/
theorem hexagonal_optimal {a b : Plane} {s : ℝ} (h : LinearIndependent ℝ ![a, b])
    (harea : cellArea a b ≤ cellArea (hexA s) (hexB s)) :
    ∃ m n : ℤ, site a b m n ≠ 0 ∧ ∀ j k : ℤ, site (hexA s) (hexB s) j k ≠ 0 →
      lenSq (site a b m n) ≤ lenSq (site (hexA s) (hexB s) j k) := by
  have hs : s ≠ 0 := by
    rintro rfl
    have hA : 0 < cellArea a b := abs_pos.2 (cross_ne_zero h)
    have h0 : cellArea (hexA 0) (hexB 0) = 0 := by simp [cellArea, cross, hexA, hexB]
    linarith
  obtain ⟨m, n, hne, hle⟩ := exists_short_vector h
  refine ⟨m, n, hne, fun j k hjk => hle.trans ?_⟩
  have hleast := (hexagonal_attains hs).2 ⟨j, k, hjk, rfl⟩
  exact le_trans (by gcongr) hleast
```

In the converse, `hext` states that no nonzero vector lies below the bound. The conclusion is a basis with $|w|=|u|$ and $2|u\cdot w|=|u|^2$, which describes a hexagonal lattice in any orientation. The proof first obtains `hW`, the equality of lengths, and then excludes a strict inequality for the scalar product.

```lean
/-- If `a, b` are linearly independent and no nonzero lattice vector has squared length
below `2 A / √3`, the lattice has a basis of two equally long vectors whose scalar product
is, up to sign, half their squared length. -/
theorem hexagonal_of_extremal {a b : Plane} (h : LinearIndependent ℝ ![a, b])
    (hext : ∀ j k : ℤ, site a b j k ≠ 0 →
      2 * cellArea a b / √3 ≤ lenSq (site a b j k)) :
    ∃ m n p q : ℤ, m * q - n * p = 1 ∧
      lenSq (site a b p q) = lenSq (site a b m n) ∧
      2 * |ip (site a b m n) (site a b p q)| = lenSq (site a b m n) := by
  obtain ⟨m, n, p, q, hdet, hu, hle, hred⟩ := exists_reduced_basis h
  have hlag := lagrange_basis a b hdet
  have hL := lenSq_pos hu
  have hA : 0 ≤ cellArea a b := abs_nonneg _
  have h3 : √3 ^ 2 = (3 : ℝ) := Real.sq_sqrt (by norm_num)
  have hlow := hext m n hu
  rw [div_le_iff₀ (by positivity)] at hlow
  have hlow2 := mul_self_le_mul_self (by positivity) hlow
  have e : lenSq (site a b m n) * √3 * (lenSq (site a b m n) * √3)
      = 3 * lenSq (site a b m n) ^ 2 := by
    linear_combination lenSq (site a b m n) ^ 2 * h3
  have hsq := mul_self_le_mul_self (by positivity) hred
  have habs := sq_abs (ip (site a b m n) (site a b p q))
  -- both reduction inequalities are saturated
  have hW : lenSq (site a b p q) = lenSq (site a b m n) :=
    le_antisymm (le_of_mul_le_mul_left (by linarith) hL) hle
  refine ⟨m, n, p, q, hdet, hW, le_antisymm hred ?_⟩
  by_contra hc
  have hlt := mul_self_lt_mul_self (by positivity) (not_le.1 hc)
  rw [hW] at hlag
  linarith

end

end PlanarSupercell
```

```lean
#print axioms PlanarSupercell.hexagonal_optimal
-- 'PlanarSupercell.hexagonal_optimal' depends on axioms: [propext, Classical.choice, Quot.sound]
#print axioms PlanarSupercell.hexagonal_of_extremal
-- 'PlanarSupercell.hexagonal_of_extremal' depends on axioms: [propext, Classical.choice, Quot.sound]
```
